# Young operators of different shapes annihilate each other across any group-algebra element

For a tableau T, let a_T be the sum of all permutations that keep every label in its row, and b_T the sum of all permutations that keep every label in its column, each weighted by its sign. The Young operator is c_T = a_T b_T. I apply c_T and c_U, for tableaux of different shapes, to two many-electron spatial functions and expect a spin-free Hamiltonian not to connect the results. But c_T is not self-adjoint in general: moved to the other side of the matrix element it becomes b_T a_T. Does c_T x c_U = 0 still help me, and does it hold when neither shape dominates the other?

## Both orders of the factors give zero

Let T have shape μ and U shape ν, on the same n labels. Permutations multiply as maps, the right factor acting first. Say that ν dominates μ if, for every k, the first k rows of ν hold at least as many boxes as those of μ. For μ ≠ ν, both c_T x c_U and b_T a_T x c_U vanish for every x in the rational group algebra, whether or not the shapes are comparable. The second identity is the one your matrix element needs.

**Exchanges are absorbed.** If τ exchanges two labels in one row of T, then σ ↦ στ only reorders the terms of a_T, so a_T τ = a_T. If τ exchanges two labels in one column of U, then σ ↦ τσ reorders the terms of b_U and changes every sign, so τ b_U = −b_U.

Take a permutation g, and suppose there are labels p ≠ q in one column of U with g(p), g(q) in one row of T. Since g (p q) = (g(p) g(q)) g,

a_T g b_U = a_T (g(p) g(q)) g b_U = a_T g (p q) b_U = −a_T g b_U,

and so a_T g b_U = 0.

**Without such a pair, ν dominates μ.** Let A be the tableau of shape μ that puts label p where T has g(p). No two labels share a row of A and a column of U. Let column j of U have length ℓ_j. Of its labels, at most min(k, ℓ_j) lie in the first k rows of A, because they all lie in different rows. The first k rows of U contain exactly min(k, ℓ_j) boxes of that column. Summing over j gives the dominance inequality.

By linearity, a_T x b_U = 0 for every x unless ν dominates μ. Exchanging the roles of rows and columns, b_T x a_U = 0 unless μ dominates ν. If both dominances held, subtracting the box counts for k from those for k + 1 would make all row lengths equal, hence μ = ν. For different shapes at least one fails, and each product can be bracketed to suit either case:

c_T x c_U = a_T (b_T x a_U) b_U

b_T a_T x c_U = b_T (a_T x) a_U b_U = b_T [a_T (x a_U) b_U]

If μ does not dominate ν, the factor of the form b_T … a_U vanishes; otherwise the one of the form a_T … b_U does.

**The matrix element.** Let permutations act by (σΨ)(s) = Ψ(s∘σ), where s assigns a one-particle state to each label. Then ⟨σΦ|Ψ⟩ = ⟨Φ|σ⁻¹Ψ⟩. Since σ and σ⁻¹ have the same sign and belong to the same row or column group, a_T and b_T are self-adjoint. If H commutes with all permutations,

⟨c_T Φ|H c_U Ψ⟩ = ⟨Φ|b_T a_T c_U H Ψ⟩ = 0.

In a spin-free configuration-interaction calculation with a finite orthonormal orbital basis, spatial functions of different shapes therefore fall into separate blocks. For electrons, only shapes with at most two columns can be combined with spin functions into an antisymmetric state, and different shapes of this kind belong to different total spins.

## What the Lean statements say

`Tableau α μ` is a bijection from the finite label type `α` to the boxes of `μ`, with no requirement that entries increase. Two tableaux on `α` thus force both shapes to have n boxes. Different shapes first occur at n = 2, where the identity reads (1 + τ) x (1 − τ) = 0, or the same with the factors exchanged.

`rowSym T`, `colAnti T` and `young T` are a_T, b_T and c_T. None is normalised, which does not affect a vanishing product. `Dominates ν μ` reads "ν dominates μ", and rows and columns are counted from 0.

`young_mul_young_eq_zero` is the identity for c_T x c_U, and `reversed_mul_young_eq_zero` the one for b_T a_T x c_U. In `matrix_element_eq_zero`, `κ` is a finite set of one-particle states, `overlap` treats them as orthonormal, and `act` lets the group algebra act on functions. `H` is any linear operator satisfying the commutation hypothesis `hH`, which expresses that the particles are identical to it; it may include interactions and need not be Hermitian. Passing from this finite basis to continuous coordinates, with an unbounded Hamiltonian and its domain, is a separate step.

```lean
import Mathlib

open Equiv

namespace YoungShapeOrthogonality

noncomputable section

variable {α κ : Type*} [Fintype α] [DecidableEq α] {μ ν : YoungDiagram}

/-- A tableau of shape `μ`: each label occupies one box and each box holds one label. -/
abbrev Tableau (α : Type*) (μ : YoungDiagram) := α ≃ μ.cells

/-- The row in which a label stands. -/
def rowOf {α : Type*} (T : Tableau α μ) (a : α) : ℕ := (T a).1.1

/-- The column in which a label stands. -/
def colOf {α : Type*} (T : Tableau α μ) (a : α) : ℕ := (T a).1.2

/-- The sum, weighted by a sign character `w`, of all permutations that keep
every label in its class, the classes being the level sets of `f`. -/
def classSum (w : Perm α →* ℤˣ) (f : α → ℕ) : MonoidAlgebra ℚ (Perm α) :=
  ∑ σ : Perm α with ∀ a, f (σ a) = f a, (w σ : ℤ) • MonoidAlgebra.of ℚ (Perm α) σ

/-- The row symmetriser of a tableau. -/
abbrev rowSym (T : Tableau α μ) := classSum 1 (rowOf T)

/-- The column antisymmetriser of a tableau. -/
abbrev colAnti (T : Tableau α μ) := classSum Perm.sign (colOf T)

/-- The Young operator `c_T`: row symmetriser times column antisymmetriser. -/
def young (T : Tableau α μ) : MonoidAlgebra ℚ (Perm α) := rowSym T * colAnti T

/-- The number of boxes in the first `k` rows of a diagram. -/
def boxes (μ : YoungDiagram) (k : ℕ) : ℕ := (μ.cells.filter fun c => c.1 < k).card

/-- `μ` dominates `ν`: for every `k`, its first `k` rows hold at least as many boxes. -/
def Dominates (μ ν : YoungDiagram) : Prop := ∀ k, boxes ν k ≤ boxes μ k

/-- A class sum absorbs, from either side, the exchange of two labels of one class,
up to the character of that exchange. -/
theorem classSum_absorbs_swap (w : Perm α →* ℤˣ) (f : α → ℕ) {p q : α} (h : f p = f q) :
    classSum w f * MonoidAlgebra.of ℚ (Perm α) (swap p q)
        = (w (swap p q) : ℤ) • classSum w f ∧
      MonoidAlgebra.of ℚ (Perm α) (swap p q) * classSum w f
        = (w (swap p q) : ℤ) • classSum w f := by
  have hs : ∀ a, f (swap p q a) = f a := by
    intro a
    rw [swap_apply_def]
    split_ifs with h1 h2
    · rw [h1, h]
    · rw [h2, h]
    · rfl
  have hi : ∀ a, swap p q (swap p q a) = a := fun a => by
    rw [← Perm.mul_apply, swap_mul_self, Perm.one_apply]
  generalize swap p q = τ at hs hi ⊢
  have sq : (w τ : ℤ) * (w τ : ℤ) = 1 := by
    rcases Int.units_eq_one_or (w τ) with e | e <;> simp [e]
  constructor
  · rw [classSum, Finset.sum_mul, Finset.smul_sum]
    refine Finset.sum_equiv (Equiv.mulRight τ) (fun σ => ?_) (fun σ _ => ?_)
    · simp only [Finset.mem_filter, Finset.mem_univ, true_and, Equiv.coe_mulRight,
        Perm.mul_apply]
      refine ⟨fun h' a => (h' (τ a)).trans (hs a), fun h' a => ?_⟩
      have t := h' (τ a)
      rwa [hi, hs] at t
    · have e : (w σ : ℤ) = w τ * (w (σ * τ) : ℤ) := by
        rw [map_mul, Units.val_mul]
        linear_combination -(w σ : ℤ) * sq
      rw [Equiv.coe_mulRight, smul_smul, ← e, map_mul, smul_mul_assoc]
  · rw [classSum, Finset.mul_sum, Finset.smul_sum]
    refine Finset.sum_equiv (Equiv.mulLeft τ) (fun σ => ?_) (fun σ _ => ?_)
    · simp only [Finset.mem_filter, Finset.mem_univ, true_and, Equiv.coe_mulLeft,
        Perm.mul_apply, hs]
    · have e : (w σ : ℤ) = w τ * (w (τ * σ) : ℤ) := by
        rw [map_mul, Units.val_mul]
        linear_combination -(w σ : ℤ) * sq
      rw [Equiv.coe_mulLeft, smul_smul, ← e, map_mul, mul_smul_comm]

omit [DecidableEq α] in
/-- If no two labels share both a row of `A` and a column of `B`, the shape of `B`
dominates the shape of `A`. -/
theorem dominates_of_no_clash (A : Tableau α μ) (B : Tableau α ν)
    (h : ∀ p q, rowOf A p = rowOf A q → colOf B p = colOf B q → p = q) :
    Dominates ν μ := by
  intro k
  -- count labels instead of boxes
  have count : ∀ {ρ : YoungDiagram} (T : Tableau α ρ),
      boxes ρ k = (Finset.univ.filter fun a => rowOf T a < k).card := by
    intro ρ T
    symm
    refine Finset.card_bij (fun a _ => (T a).1) (fun a ha => ?_)
      (fun a _ b _ hab => T.injective (Subtype.ext hab)) (fun c hc => ?_)
    · exact Finset.mem_filter.2 ⟨(T a).2, (Finset.mem_filter.1 ha).2⟩
    · obtain ⟨h1, h2⟩ := Finset.mem_filter.1 hc
      exact ⟨T.symm ⟨c, h1⟩,
        Finset.mem_filter.2 ⟨Finset.mem_univ _, by simpa [rowOf] using h2⟩, by simp⟩
  rw [count A, count B,
    Finset.card_eq_sum_card_fiberwise (f := colOf B) (t := Finset.univ.image (colOf B))
      (s := Finset.univ.filter fun a => rowOf A a < k) (fun a _ => by simp),
    Finset.card_eq_sum_card_fiberwise (f := colOf B) (t := Finset.univ.image (colOf B))
      (s := Finset.univ.filter fun a => rowOf B a < k) (fun a _ => by simp)]
  -- compare column by column of `B`
  refine Finset.sum_le_sum fun j _ => ?_
  by_cases hj : ∀ a, colOf B a = j → rowOf B a < k
  · refine Finset.card_le_card fun a ha => ?_
    simp only [Finset.mem_filter, Finset.mem_univ, true_and] at ha ⊢
    exact ⟨hj a ha.2, ha.2⟩
  · push Not at hj
    obtain ⟨b, hb, hk⟩ := hj
    refine le_trans (b := (Finset.range k).card) ?_ ?_
    · refine Finset.card_le_card_of_injOn (rowOf A) (fun a ha => ?_) (fun a ha c hc hac => ?_)
      · simp at ha ⊢
        exact ha.1
      · simp at ha hc
        exact h a c hac (ha.2.trans hc.2.symm)
    · refine Finset.card_le_card_of_surjOn (rowOf B) fun i hi => ?_
      have hi' : i < k := by simpa using hi
      have hbox : (rowOf B b, colOf B b) ∈ ν := (B b).2
      have cell : (i, j) ∈ ν := ν.up_left_mem (hi'.le.trans hk) hb.ge hbox
      exact ⟨B.symm ⟨(i, j), cell⟩, Finset.mem_coe.2 (Finset.mem_filter.2
        ⟨Finset.mem_filter.2 ⟨Finset.mem_univ _, by simpa [rowOf] using hi'⟩,
          by simp [colOf]⟩), by simp [rowOf]⟩

/-- Two shapes that dominate each other are equal. -/
theorem dominates_antisymm (h : Dominates μ ν) (h' : Dominates ν μ) : μ = ν := by
  have step : ∀ (ρ : YoungDiagram) k, boxes ρ (k + 1) = boxes ρ k + ρ.rowLen k := by
    intro ρ k
    rw [YoungDiagram.rowLen_eq_card]
    simp only [boxes, YoungDiagram.row, Finset.card_filter, ← Finset.sum_add_distrib]
    refine Finset.sum_congr rfl fun c _ => ?_
    split_ifs <;> omega
  have len : ∀ k, μ.rowLen k = ν.rowLen k := fun k => by
    have := step μ k
    have := step ν k
    have := h k
    have := h' k
    have := h (k + 1)
    have := h' (k + 1)
    omega
  refine SetLike.ext fun ⟨i, j⟩ => ?_
  rw [YoungDiagram.mem_iff_lt_rowLen, YoungDiagram.mem_iff_lt_rowLen, len]

/-- A row symmetriser of `T` and a column antisymmetriser of `U` annihilate each other across any
`x` unless the shape of `U` dominates that of `T`; a column antisymmetriser of `T` and a row
symmetriser of `U` do so unless the shape of `T` dominates that of `U`. -/
theorem dominance_selection (T : Tableau α μ) (U : Tableau α ν) :
    (¬ Dominates ν μ → ∀ x, rowSym T * x * colAnti U = 0) ∧
      (¬ Dominates μ ν → ∀ x, colAnti T * x * rowSym U = 0) := by
  have key : ∀ (w w' : Perm α →* ℤˣ) (f f' : α → ℕ),
      (∀ g : Perm α, ∃ p q, p ≠ q ∧ f (g p) = f (g q) ∧ f' p = f' q) →
      (∀ p q, p ≠ q → ∀ r s, r ≠ s → (w (swap p q) : ℤ) ≠ w' (swap r s)) →
      ∀ x, classSum w f * x * classSum w' f' = 0 := by
    intro w w' f f' clash hw x
    induction x using MonoidAlgebra.induction_on
    · rename_i g
      obtain ⟨p, q, hpq, h1, h2⟩ := clash g
      have ha := (classSum_absorbs_swap w f h1).1
      have hb := (classSum_absorbs_swap w' f' h2).2
      have e := congrArg (MonoidAlgebra.of ℚ (Perm α)) (mul_swap_eq_swap_mul g p q)
      rw [map_mul, map_mul] at e
      have hne := hw _ _ (g.injective.ne hpq) _ _ hpq
      generalize MonoidAlgebra.of ℚ (Perm α) g = G at e ⊢
      -- the exchange passes through `G` and meets two different characters
      have hz : (w (swap (g p) (g q)) : ℤ) • (classSum w f * G * classSum w' f')
          = (w' (swap p q) : ℤ) • (classSum w f * G * classSum w' f') := by
        rw [← smul_mul_assoc, ← smul_mul_assoc, ← ha, mul_assoc (classSum w f), ← e,
          ← mul_smul_comm, ← hb]
        simp only [mul_assoc]
      have hq : ((w (swap (g p) (g q)) : ℤ) - (w' (swap p q) : ℤ) : ℚ) •
          (classSum w f * G * classSum w' f') = 0 := by
        rw [sub_smul, Int.cast_smul_eq_zsmul, Int.cast_smul_eq_zsmul, hz, sub_self]
      exact (smul_eq_zero.1 hq).resolve_left (sub_ne_zero.2 (by exact_mod_cast hne))
    · rename_i x y hx hy
      rw [mul_add, add_mul, hx, hy, add_zero]
    · rename_i r x hx
      rw [mul_smul_comm, smul_mul_assoc, hx, smul_zero]
  constructor
  · intro h
    refine key _ _ _ _ (fun g => ?_) (fun p q _ r s hrs => by simp [Perm.sign_swap hrs])
    by_contra hc
    exact h (dominates_of_no_clash (g.trans T) U fun p q h1 h2 =>
      by_contra fun hn => hc ⟨p, q, hn, h1, h2⟩)
  · intro h
    refine key _ _ _ _ (fun g => ?_) (fun p q hpq r s _ => by simp [Perm.sign_swap hpq])
    by_contra hc
    exact h (dominates_of_no_clash U (g.trans T) fun p q h1 h2 =>
      by_contra fun hn => hc ⟨p, q, hn, h2, h1⟩)

/-- Orthogonality between Young shapes: for tableaux of different shapes on the same
labels, `c_T x c_U = 0` for every `x` in the rational group algebra. -/
theorem young_mul_young_eq_zero (T : Tableau α μ) (U : Tableau α ν) (hne : μ ≠ ν)
    (x : MonoidAlgebra ℚ (Perm α)) : young T * x * young U = 0 := by
  have e : young T * x * young U
      = rowSym T * (colAnti T * x * rowSym U) * colAnti U := by
    simp only [young, mul_assoc]
  rw [e]
  by_cases h : Dominates ν μ
  · rw [(dominance_selection T U).2 (fun h' => hne (dominates_antisymm h' h)),
      mul_zero, zero_mul]
  · exact (dominance_selection T U).1 h _

/-- For different shapes the product also vanishes when the two factors of the first
Young operator are taken in reverse order. -/
theorem reversed_mul_young_eq_zero (T : Tableau α μ) (U : Tableau α ν) (hne : μ ≠ ν)
    (x : MonoidAlgebra ℚ (Perm α)) : colAnti T * rowSym T * x * young U = 0 := by
  by_cases h : Dominates ν μ
  · have e : colAnti T * rowSym T * x * young U
        = colAnti T * (rowSym T * x) * rowSym U * colAnti U := by
      simp only [young, mul_assoc]
    rw [e, (dominance_selection T U).2 (fun h' => hne (dominates_antisymm h' h)), zero_mul]
  · have e : colAnti T * rowSym T * x * young U
        = colAnti T * (rowSym T * (x * rowSym U) * colAnti U) := by
      simp only [young, mul_assoc]
    rw [e, (dominance_selection T U).1 h, mul_zero]

/-- Permutations of the particles acting on functions of their one-particle states. -/
def permute {α κ : Type*} : Perm α →* Module.End ℂ ((α → κ) → ℂ) where
  toFun g := LinearMap.funLeft ℂ ℂ fun s : α → κ => s ∘ g
  map_one' := rfl
  map_mul' _ _ := rfl

/-- The action of the rational group algebra on many-particle functions. -/
def act {α κ : Type*} : MonoidAlgebra ℚ (Perm α) →+* Module.End ℂ ((α → κ) → ℂ) :=
  MonoidAlgebra.liftNCRingHom ((algebraMap ℂ _).comp (algebraMap ℚ ℂ)) permute
    fun _ _ => Algebra.commutes _ _

/-- The overlap of two many-particle functions. -/
def overlap [Fintype κ] (Φ Ψ : (α → κ) → ℂ) : ℂ := ∑ s, star (Φ s) * Ψ s

/-- A class sum acts as the corresponding weighted sum of particle permutations. -/
theorem act_classSum (w : Perm α →* ℤˣ) (f : α → ℕ) :
    act (κ := κ) (classSum w f)
      = ∑ σ : Perm α with ∀ a, f (σ a) = f a, (w σ : ℤ) • permute σ := by
  rw [classSum, map_sum]
  refine Finset.sum_congr rfl fun σ _ => ?_
  rw [map_zsmul]
  congr 1
  exact (MonoidAlgebra.liftNC_single _ _ _ _).trans (by simp)

/-- Class sums are self-adjoint with respect to the overlap. -/
theorem overlap_act_classSum [Fintype κ] (w : Perm α →* ℤˣ) (f : α → ℕ)
    (Φ Ψ : (α → κ) → ℂ) :
    overlap (act (classSum w f) Φ) Ψ = overlap Φ (act (classSum w f) Ψ) := by
  have pt : ∀ (X : (α → κ) → ℂ) s, act (classSum w f) X s
      = ∑ σ : Perm α with ∀ a, f (σ a) = f a, ((w σ : ℤ) : ℂ) * X (s ∘ σ) := by
    intro X s
    rw [act_classSum, LinearMap.sum_apply, Finset.sum_apply]
    refine Finset.sum_congr rfl fun σ _ => ?_
    rcases Int.units_eq_one_or (w σ) with e | e <;> simp [e] <;> rfl
  simp only [overlap, pt, star_sum, Finset.sum_mul, Finset.mul_sum]
  refine Finset.sum_comm.trans (Eq.trans ?_ Finset.sum_comm)
  -- pair each permutation with its inverse
  refine Finset.sum_equiv (Equiv.inv (Perm α)) (fun σ => ?_) (fun σ _ => ?_)
  · simp only [Finset.mem_filter, Finset.mem_univ, true_and, Equiv.inv_apply]
    refine ⟨fun h a => ?_, fun h a => ?_⟩
    · simpa using (h (σ⁻¹ a)).symm
    · simpa using (h (σ a)).symm
  · refine Fintype.sum_equiv (σ.symm.arrowCongr (Equiv.refl κ)) _ _ fun s => ?_
    have hs : (s ∘ σ) ∘ (σ⁻¹ : Perm α) = s := by
      funext a
      simp
    change _ = star (Φ (s ∘ σ)) *
      (((w σ⁻¹ : ℤˣ) : ℤ) * Ψ ((s ∘ σ) ∘ (σ⁻¹ : Perm α)))
    rw [hs, map_inv]
    rcases Int.units_eq_one_or (w σ) with e | e <;> simp [e]

/-- Selection rule: an operator `H` that commutes with all particle permutations has no
matrix element between functions projected with Young operators of different shapes. -/
theorem matrix_element_eq_zero [Fintype κ] (T : Tableau α μ) (U : Tableau α ν)
    (hne : μ ≠ ν) (H : Module.End ℂ ((α → κ) → ℂ)) (hH : ∀ g : Perm α, Commute H (permute g))
    (Φ Ψ : (α → κ) → ℂ) :
    overlap (act (young T) Φ) (H (act (young U) Ψ)) = 0 := by
  have comm : ∀ w f, Commute H (act (classSum w f)) := by
    intro w f
    rw [act_classSum]
    refine Commute.sum_right _ _ _ fun σ _ => ?_
    rw [zsmul_eq_mul]
    exact (Int.cast_commute _ _).symm.mul_right (hH σ)
  -- move `H` through the Young operator of `U`
  have hU : H (act (young U) Ψ) = act (young U) (H Ψ) := by
    have h := (comm 1 (rowOf U)).mul_right (comm Perm.sign (colOf U))
    rw [← map_mul] at h
    exact LinearMap.congr_fun h.eq Ψ
  have hT : act (young T) Φ = act (rowSym T) (act (colAnti T) Φ) := by
    rw [young, map_mul]
    rfl
  have h0 : act (colAnti T) (act (rowSym T) (act (young U) (H Ψ))) = 0 := by
    have h := congrArg (fun y => act (κ := κ) y (H Ψ)) (reversed_mul_young_eq_zero T U hne 1)
    simpa only [mul_one, map_mul, map_zero, Module.End.mul_apply, LinearMap.zero_apply] using h
  rw [hU, hT, overlap_act_classSum, overlap_act_classSum, h0]
  simp [overlap]

end

end YoungShapeOrthogonality
```

```lean
#print axioms YoungShapeOrthogonality.young_mul_young_eq_zero
#print axioms YoungShapeOrthogonality.matrix_element_eq_zero
```

```
'YoungShapeOrthogonality.young_mul_young_eq_zero' depends on axioms: [propext, Classical.choice, Quot.sound]
'YoungShapeOrthogonality.matrix_element_eq_zero' depends on axioms: [propext, Classical.choice, Quot.sound]
```

## From the lemmas to the selection rule

`classSum_absorbs_swap` treats rows and columns together through a sign character `w`, reindexing the sum by multiplication with the exchange.

`dominates_of_no_clash` counts labels column by column. If column j of `B` ends within the first k rows, its labels bound the count. If it reaches further, the different rows of `A` give the bound k, and the diagram property `up_left_mem` supplies the k boxes needed in `B`. `dominates_antisymm` recovers the row lengths by subtraction.

In `dominance_selection`, the auxiliary statement `key` carries out the sign argument for one permutation and extends it linearly by induction on `x`. The tableau A above is `g.trans T`. The two product theorems then split on whether `Dominates ν μ` holds and rebracket accordingly.

For wavefunctions, `act_classSum` turns a class sum into a sum of particle permutations, and `overlap_act_classSum` proves self-adjointness by pairing σ with σ⁻¹ and relabelling the configurations. The last theorem moves `H` through c_U, moves a_T and b_T across the overlap, and applies the reversed identity with x = 1.
